# The trace of every power of a periodic supercell Hamiltonian is a sum over the matching Bloch mesh

Two cells on a ring, with one orbital each, on-site energy ε and coupling t, have the levels ε + t and ε − t, which are also the values of the one-cell Bloch Hamiltonian at the zone centre and the zone boundary. The file below proves the trace form of this agreement for N₁ × … × N_d cells, any finite set of orbitals per cell and arbitrary complex blocks that depend only on the displacement between cells.

```lean
import Mathlib

open Matrix

namespace SupercellEquivalence

noncomputable section

/-- The primitive cells of a periodic supercell with `N i` cells along axis `i`;
the same tuples label the points of the matching reciprocal-space mesh. -/
abbrev Cells {d : ℕ} (N : Fin d → ℕ) := ∀ i, ZMod (N i)

variable {d : ℕ} {N : Fin d → ℕ} [∀ i, NeZero (N i)]
variable {Orb : Type*} [Fintype Orb]

/-- The Bloch phase of mesh point `r` for the lattice displacement `m`. -/
def phase (r m : Cells N) : ℂ := ∏ i, ZMod.stdAddChar (-(r i * m i))

/-- The block-circulant Hamiltonian of the supercell: the block between cells `a` and `b`
is the hopping matrix `H (a - b)`. -/
def supercell (H : Cells N → Matrix Orb Orb ℂ) :
    Matrix (Cells N × Orb) (Cells N × Orb) ℂ :=
  Matrix.of fun a b => H (a.1 - b.1) a.2 b.2

/-- The Bloch Hamiltonian of the primitive cell at mesh point `r`. -/
def bloch (H : Cells N → Matrix Orb Orb ℂ) (r : Cells N) : Matrix Orb Orb ℂ :=
  ∑ m, phase r m • H m

/-- Two successive hops: the convolution of two families of hopping matrices. -/
def hopMul (A B : Cells N → Matrix Orb Orb ℂ) (m : Cells N) : Matrix Orb Orb ℂ :=
  ∑ k, A (m - k) * B k

/-- The Bloch wave at mesh point `r` with orbital amplitudes `v` in the home cell. -/
def blochWave (r : Cells N) (v : Orb → ℂ) : Cells N × Orb → ℂ :=
  fun a => phase r (-a.1) * v a.2

/-- For integer representatives `r` and `m`, the Bloch phase is
`exp (-2πi ∑ r_i m_i / N_i)`. -/
theorem phase_eq_exp (r m : Fin d → ℤ) :
    phase (N := N) (fun i => (r i : ZMod (N i))) (fun i => (m i : ZMod (N i))) =
      Complex.exp (-(2 * Real.pi * Complex.I * ∑ i, (r i : ℂ) * m i / N i)) := by
  rw [Finset.mul_sum, ← Finset.sum_neg_distrib, Complex.exp_sum]
  refine Finset.prod_congr rfl fun i _ => ?_
  have h := ZMod.stdAddChar_coe (N := N i) (-(r i * m i))
  push_cast at h
  rw [h]
  congr 1
  ring

/-- The Bloch phase of a sum of displacements is the product of their phases. -/
theorem phase_add (r m k : Cells N) : phase r (m + k) = phase r m * phase r k := by
  simp only [phase, Pi.add_apply, mul_add, neg_add, AddChar.map_add_eq_mul,
    Finset.prod_mul_distrib]

/-- Summed over the mesh, the Bloch phases of a displacement cancel unless the displacement
is zero, when they add up to the number of cells. -/
theorem phase_sum (m : Cells N) :
    ∑ r, phase r m = if m = 0 then ∏ i, (N i : ℂ) else 0 := by
  -- orthogonality along a single axis
  have h1 : ∀ i, ∑ x : ZMod (N i), ZMod.stdAddChar (-(x * m i)) =
      if m i = 0 then (N i : ℂ) else 0 := by
    intro i
    have h := AddChar.sum_mulShift (-(m i)) (ZMod.isPrimitive_stdAddChar (N i))
    simp only [mul_neg, neg_eq_zero, ZMod.card] at h
    refine h.trans ?_
    split_ifs <;> simp
  -- the sum over the mesh factorises over the axes
  have h2 : ∑ r, phase r m =
      ∏ i, ∑ x : ZMod (N i), ZMod.stdAddChar (-(x * m i)) := by
    rw [Finset.prod_univ_sum, Fintype.piFinset_univ]
    rfl
  rw [h2, Finset.prod_congr rfl fun i _ => h1 i]
  by_cases hm : m = 0
  · subst hm
    simp
  · rw [if_neg hm]
    obtain ⟨i, hi⟩ := Function.ne_iff.mp hm
    exact Finset.prod_eq_zero (Finset.mem_univ i) (if_neg hi)

/-- The product of two block-circulant matrices is block-circulant, with convolved blocks. -/
theorem supercell_mul (A B : Cells N → Matrix Orb Orb ℂ) :
    supercell A * supercell B = supercell (hopMul A B) := by
  ext ⟨a, i⟩ ⟨b, j⟩
  simp only [supercell, hopMul, Matrix.mul_apply, Matrix.of_apply, Matrix.sum_apply,
    Fintype.sum_prod_type]
  -- measure the intermediate cell from `b`
  refine Fintype.sum_equiv (Equiv.subRight b) _ _ fun c => ?_
  simp only [Equiv.subRight_apply, sub_sub_sub_cancel_right]

/-- The Bloch transform turns the convolution of hoppings into a matrix product at each
mesh point. -/
theorem bloch_hopMul [DecidableEq Orb] (A B : Cells N → Matrix Orb Orb ℂ) (r : Cells N) :
    bloch (hopMul A B) r = bloch A r * bloch B r := by
  calc bloch (hopMul A B) r
      = ∑ m, ∑ k, phase r m • (A (m - k) * B k) := by
        simp only [bloch, hopMul, Finset.smul_sum]
    _ = ∑ k, ∑ m, phase r m • (A (m - k) * B k) := Finset.sum_comm
    _ = ∑ k, ∑ m, (phase r m • A m) * (phase r k • B k) := by
        refine Finset.sum_congr rfl fun k _ => ?_
        refine Fintype.sum_equiv (Equiv.subRight k) _ _ fun m => ?_
        have h : phase r m = phase r (m - k) * phase r k := by
          rw [← phase_add, sub_add_cancel]
        simp only [Equiv.subRight_apply]
        rw [h, smul_mul_smul_comm]
    _ = bloch A r * bloch B r := by
        simp only [bloch, Finset.sum_mul_sum]
        exact Finset.sum_comm

/-- The `n`-th powers of the supercell Hamiltonian and of all Bloch Hamiltonians come from
one common family of hopping matrices. -/
theorem exists_pow_blocks [DecidableEq Orb] (H : Cells N → Matrix Orb Orb ℂ) (n : ℕ) :
    ∃ A : Cells N → Matrix Orb Orb ℂ,
      supercell H ^ n = supercell A ∧ ∀ r, bloch H r ^ n = bloch A r := by
  induction n with
  | zero =>
    -- the identity is the family with a unit block at zero displacement
    refine ⟨fun m => if m = 0 then 1 else 0, ?_, fun r => ?_⟩
    · ext ⟨a, i⟩ ⟨b, j⟩
      by_cases h : a = b <;> simp [supercell, Matrix.one_apply, sub_eq_zero, h]
    · simp [bloch, phase]
  | succ n ih =>
    obtain ⟨A, hA, hB⟩ := ih
    refine ⟨hopMul A H, ?_, fun r => ?_⟩
    · rw [pow_succ, hA, supercell_mul]
    · rw [pow_succ, hB, bloch_hopMul]

/-- The trace of a block-circulant matrix is the sum of the traces of its Bloch matrices
over the mesh. -/
theorem trace_supercell (A : Cells N → Matrix Orb Orb ℂ) :
    (supercell A).trace = ∑ r, (bloch A r).trace := by
  have hL : (supercell A).trace = (∏ i, (N i : ℂ)) * (A 0).trace := by
    simp [Matrix.trace, supercell, Fintype.sum_prod_type, Fintype.card_pi, ZMod.card]
  have hR : ∑ r, (bloch A r).trace = (∏ i, (N i : ℂ)) * (A 0).trace := by
    simp only [bloch, Matrix.trace_sum, Matrix.trace_smul, smul_eq_mul]
    rw [Finset.sum_comm]
    simp only [← Finset.sum_mul, phase_sum]
    simp
  rw [hL, hR]

/-- Supercell equivalence: every spectral moment `trace (H ^ n)` of the supercell Hamiltonian
is the sum of the same moments of the Bloch Hamiltonians over the mesh. -/
theorem trace_supercell_pow [DecidableEq Orb] (H : Cells N → Matrix Orb Orb ℂ) (n : ℕ) :
    (supercell H ^ n).trace = ∑ r, (bloch H r ^ n).trace := by
  obtain ⟨A, hA, hB⟩ := exists_pow_blocks H n
  simp only [hA, hB, trace_supercell]

/-- The trace of any polynomial of the supercell Hamiltonian is the sum over the mesh of the
traces of that polynomial of the Bloch Hamiltonians. -/
theorem trace_supercell_polynomial [DecidableEq Orb] (H : Cells N → Matrix Orb Orb ℂ)
    (p : Polynomial ℂ) :
    (Polynomial.aeval (supercell H) p).trace =
      ∑ r, (Polynomial.aeval (bloch H r) p).trace := by
  simp only [Polynomial.aeval_eq_sum_range, Matrix.trace_sum, Matrix.trace_smul,
    trace_supercell_pow, Finset.smul_sum]
  exact Finset.sum_comm

/-- The supercell Hamiltonian maps a Bloch wave to the Bloch wave at the same mesh point whose
orbital amplitudes are transformed by the Bloch Hamiltonian. -/
theorem supercell_mulVec_blochWave (H : Cells N → Matrix Orb Orb ℂ) (r : Cells N)
    (v : Orb → ℂ) :
    supercell H *ᵥ blochWave r v = blochWave r (bloch H r *ᵥ v) := by
  ext ⟨a, i⟩
  simp only [blochWave, supercell, bloch, Matrix.mulVec, dotProduct, Matrix.of_apply,
    Fintype.sum_prod_type, Matrix.sum_apply, Matrix.smul_apply, smul_eq_mul,
    Finset.sum_mul, Finset.mul_sum]
  conv_rhs => rw [Finset.sum_comm]
  -- replace the source cell `b` by the displacement `a - b`
  refine Fintype.sum_equiv (Equiv.subLeft a) _ _ fun b => ?_
  have h : phase r (-b) = phase r (-a) * phase r (a - b) := by
    rw [← phase_add]
    congr 1
    abel
  simp only [Equiv.subLeft_apply]
  refine Finset.sum_congr rfl fun j _ => ?_
  rw [h]
  ring

end

end SupercellEquivalence
```

```lean
#print axioms SupercellEquivalence.phase_eq_exp
#print axioms SupercellEquivalence.trace_supercell_pow
#print axioms SupercellEquivalence.trace_supercell_polynomial
#print axioms SupercellEquivalence.supercell_mulVec_blochWave
```

```
'SupercellEquivalence.phase_eq_exp' depends on axioms: [propext, Classical.choice, Quot.sound]
'SupercellEquivalence.trace_supercell_pow' depends on axioms: [propext, Classical.choice, Quot.sound]
'SupercellEquivalence.trace_supercell_polynomial' depends on axioms: [propext, Classical.choice, Quot.sound]
'SupercellEquivalence.supercell_mulVec_blochWave' depends on axioms: [propext, Classical.choice, Quot.sound]
```

## Which terms survive in the two-cell ring

The supercell matrix has ε on the diagonal and t off it. The Bloch Hamiltonian is a number at each of the two mesh points:

H(0) = ε + t,  H(1) = ε − t.

Compare the traces of the squares:

trace(H²) = 2(ε² + t²)

H(0)² + H(1)² = (ε² + 2εt + t²) + (ε² − 2εt + t²) = 2(ε² + t²).

A diagonal entry of H² collects the two-step paths that return to their starting cell: stay twice, or hop twice. A path with a single hop ends in the other cell and doesn't enter the trace. On the Bloch side such paths do appear, as the terms ±2εt, and they cancel when the mesh points are added. The general proof has the same content: the sum over the mesh removes every path with a nonzero net displacement.

## One large cell or many k-points

The electrons of a crystal can be described in a large periodic cell at its Γ point, or in the primitive cell on a mesh of k-points. For a fixed one-electron Hamiltonian the two descriptions should give the same spectral sums. The main theorem, `trace_supercell_pow`, says that for every natural number n

trace(Hⁿ) = Σ_r trace(H(r)ⁿ),

where H on the left is the supercell matrix and r runs over the mesh. The right side is a sum and not an average, so the supercell trace per primitive cell is the mesh average. At n = 0 both sides count the orbitals in the supercell. With a single cell the mesh has one point and the two matrices coincide.

The Lean objects correspond to the physics as follows.

- `Cells N` is the set of tuples with entry i taken modulo `N i`. It labels both the cells and the mesh points. The condition `NeZero (N i)` keeps every axis finite.
- `Orb` is the finite set of orbitals in one primitive cell.
- `H m` is the matrix of hopping amplitudes for displacement m. In `supercell H`, the block in row a and column b is `H (a - b)`, so m points from the source cell b to the target cell a.
- `phase r m` is the Bloch phase. For integer representatives, `phase_eq_exp` identifies it with exp(−2πi Σ_i r_i m_i / N_i), where the i next to 2π is the imaginary unit and the subscript i numbers the axes.
- `bloch H r` is H(r) = Σ_m `phase r m` H_m.

The letter r is a reciprocal-space label here, not a position. It stands for the wave vector k = Σ_i (r_i/N_i) b_i, where the b_i are the primitive reciprocal lattice vectors, so the mesh contains Γ. The phases depend on the cell displacement only, not on where the orbitals sit inside the cell.

No Hermiticity is assumed. For a physical Hamiltonian in an orthonormal basis one has H_(−m) = H_m†, and then the supercell matrix and every H(r) are Hermitian.

## From a real calculation to these blocks

The step left to the user is to identify the Hamiltonian of an actual supercell calculation with `supercell H`. In an orthonormal orbital basis the blocks hold the matrix elements of the Hamiltonian. In a non-orthogonal basis with overlap matrix S, the matrix to use is S⁻¹H, whose eigenvalues are the energy levels and which need not be Hermitian. In either case the matrix must be unchanged by the translations of the primitive cell. A defect, a distortion that differs from one primitive cell to the next, or a self-consistent solution with broken translation symmetry gives a matrix without this property. The numbers N_i refer to primitive lattice vectors a_i chosen so that the vectors N_i a_i generate the supercell's lattice of translations; these need not be the edges with which the supercell is usually drawn.

It is easy to go wrong with the blocks themselves. Displacements that differ by a supercell translation are the same element of `Cells N`, so H_m must contain the sum of the crystal's hoppings over all of them. Take an infinite chain with nearest-neighbour hopping h. In the two-cell ring, the hops to the left and to the right both lead to the other cell, so t = 2h. The levels are then ε ± 2h, in agreement with the band ε + 2h cos(ka), with a the lattice constant, at k = 0 and k = π/a. With t = h the trace identity still holds, but both of its sides describe the wrong band.

## Phases that cancel over the mesh

Write φ_r(m) for `phase r m` and N_c = N₁ ⋯ N_d for the number of cells. From here on, k is a second cell displacement and not a wave vector. Since the exponent is linear in m,

φ_r(m + k) = φ_r(m) φ_r(k).

This is `phase_add`. The sum over the mesh factorises over the axes:

Σ_r φ_r(m) = ∏_i Σ_x exp(−2πi x m_i/N_i),  x = 0, …, N_i − 1.

If m_i = 0 modulo N_i, every term of factor i is 1 and the factor is N_i. Otherwise set q = exp(−2πi m_i/N_i). Then q ≠ 1 and q^(N_i) = 1, so

(1 − q) Σ_x q^x = 1 − q^(N_i) = 0,

and the factor vanishes. Therefore Σ_r φ_r(m) is N_c for m = 0 and zero for every other displacement.

In `phase_sum`, the step `h1` takes the result for one axis from Mathlib's orthogonality theorem for additive characters, and `h2` is the factorisation. If m is nonzero, the proof picks an axis with a nonzero component, and its factor makes the whole product zero.

## Products of hops

Let A and B be two families of blocks. The product of their supercell matrices has the block

Σ_c A_(a−c) B_(c−b) = Σ_k A_((a−b)−k) B_k,  with k = c − b.

It depends only on a − b, so the product is again a supercell matrix. Its blocks are the convolution

(A ∗ B)_m = Σ_k A_(m−k) B_k,

which is `hopMul A B`. In `supercell_mul`, the change of variable from c to k is made by `Equiv.subRight b`.

The Bloch transform turns the convolution into a product. Using φ_r(m) = φ_r(m−k) φ_r(k),

(A ∗ B)(r) = Σ_m φ_r(m) Σ_k A_(m−k) B_k
= Σ_k Σ_m [φ_r(m−k) A_(m−k)] [φ_r(k) B_k]
= A(r) B(r).

For fixed k, m − k runs over all displacements as m does, which gives the last line. The matrices keep their order throughout, so the blocks need not commute. The `calc` chain in `bloch_hopMul` exchanges the two sums, shifts m by k, splits the phase and reassembles the product.

## Powers and traces

Both Hⁿ and all the H(r)ⁿ come from one family of blocks A⁽ⁿ⁾. For n = 0, take the unit matrix at zero displacement and zero elsewhere. Its supercell matrix is the identity, and so is its Bloch matrix at every r, because φ_r(0) = 1. For the next power, set

A⁽ⁿ⁺¹⁾ = A⁽ⁿ⁾ ∗ H.

The two product rules show that this family gives Hⁿ⁺¹ in the supercell and H(r)ⁿ⁺¹ at each mesh point. The theorem `exists_pow_blocks` is this induction.

It remains to compare traces for an arbitrary family A. All diagonal blocks of the supercell matrix are A_0, so its trace is

Σ_a trace(A_(a−a)) = N_c trace(A_0).

On the mesh side,

Σ_r trace(A(r)) = Σ_m [Σ_r φ_r(m)] trace(A_m) = N_c trace(A_0).

These are `hL` and `hR` in `trace_supercell`. Applying that theorem to A⁽ⁿ⁾ gives `trace_supercell_pow`.

## Polynomials, occupations and Bloch waves

For a polynomial p with complex coefficients, `trace_supercell_polynomial` states

trace(p(H)) = Σ_r trace(p(H(r))).

The proof writes p as a sum of powers, uses the identity for each power and exchanges the two finite sums.

This bears on smeared occupations in electronic-structure calculations, for a fixed, non-interacting or mean-field Hamiltonian. If H is Hermitian, a Fermi function f at given chemical potential and temperature agrees with some polynomial on the finitely many eigenvalues of H and of all the H(r). With each spin state counted as a separate orbital, the electron number trace(f(H)) and the band energy trace(H f(H)) are then the same in both descriptions; this interpolation argument is made here in prose and is not a theorem of the file. Equality of total energies in a self-consistent calculation would need more than these traces.

The last theorem, `supercell_mulVec_blochWave`, concerns the states themselves. For orbital amplitudes v in the home cell, `blochWave r v` has the amplitudes

ψ_a = φ_r(−a) v

in cell a, that is, v times exp(+2πi Σ_i r_i a_i/N_i), where a_i is now entry i of the cell label a and not a lattice vector. The supercell matrix acts on it by

(Hψ)_a = Σ_b H_(a−b) φ_r(−b) v.

With m = a − b, the phase splits as φ_r(−b) = φ_r(−a) φ_r(m), and so

(Hψ)_a = φ_r(−a) Σ_m φ_r(m) H_m v = φ_r(−a) H(r) v.

The result is the Bloch wave at the same r with amplitudes H(r)v. In Lean, `Equiv.subLeft a` replaces b by the displacement, `h` splits the phase, and `ring` rearranges the remaining scalar factors. If v is a nonzero eigenvector of H(r), ψ is therefore an eigenvector of the supercell matrix with the same eigenvalue. The wave is not normalised: in an orthonormal basis and for a unit vector v its norm is √N_c, so the normalised state is ψ/√N_c.
